# A nonzero polynomial that is nonnegative on an interval has a positive integral against a continuous positive weight

Let `w` be a real weight, continuous and strictly positive on [a, b] with a < b, and let `p` be a nonzero real polynomial that is nonnegative on the open interval (a, b). The theorem says that the integral of p(x)w(x) from a to b is strictly positive. If `w` is read as an unnormalised probability density on the interval, this integral is the mean of `p` multiplied by the total weight, so the mean itself is positive too. The attempt extends the nonnegativity of `p` to the endpoints by closure, and finds a point `c` inside the interval where `p` is not zero, since a nonzero polynomial has only finitely many roots. It then leaves the positivity of the integral to a single library lemma.

The failing Lean file:

```lean
import Mathlib

open Polynomial Set

namespace RysNodes

noncomputable section

/-- The integral over `[a, b]` of a polynomial against the weight `w`. -/
def weightedIntegral (w : ℝ → ℝ) (a b : ℝ) (p : ℝ[X]) : ℝ :=
  ∫ x in a..b, p.eval x * w x

/-- A nonzero polynomial that is nonnegative on `(a, b)` has a positive integral against a
continuous positive weight. -/
theorem weightedIntegral_pos {a b : ℝ} (hab : a < b) {w : ℝ → ℝ}
    (hw : ContinuousOn w (Icc a b)) (hwpos : ∀ x ∈ Icc a b, 0 < w x)
    (p : ℝ[X]) (hp : p ≠ 0) (hnn : ∀ x ∈ Ioo a b, 0 ≤ p.eval x) :
    0 < weightedIntegral w a b p := by
  have hcl : Icc a b ⊆ {x | 0 ≤ p.eval x} := by
    rw [← closure_Ioo hab.ne]
    exact closure_minimal hnn (isClosed_le continuous_const p.continuous)
  -- a nonzero polynomial cannot vanish on a whole interval
  have hex : ∃ c ∈ Ioo a b, p.eval c ≠ 0 := by
    by_contra h
    push Not at h
    exact hp (eq_zero_of_infinite_isRoot p ((Ioo_infinite hab).mono fun x hx => h x hx))
  obtain ⟨c, hc, hc0⟩ := hex
  have hc' : c ∈ Icc a b := Ioo_subset_Icc_self hc
  exact intervalIntegral.intervalIntegral_pos_of_pos_on_aux hab hw hwpos p hcl hc' hc0

end

end RysNodes
```

The compiler's answer:

```
Main.lean:29:8: error(lean.unknownIdentifier): Unknown constant `intervalIntegral.intervalIntegral_pos_of_pos_on_aux`
```

Cause. The message says that Lean knows no constant called `intervalIntegral.intervalIntegral_pos_of_pos_on_aux`. The last line therefore fails at the name itself, before Lean can check whether the arguments fit.

The repair uses `intervalIntegral.integral_pos`, which does exist, and supplies what it needs about the integrand p(x)w(x). Besides `hab`, these are continuity on [a, b], obtained as a product of continuous functions; nonnegativity on (a, b], from `hcl` and the positivity of the weight; and a point of [a, b] where the integrand is strictly positive.

That point is `c`. The earlier steps gave only that `p` is nonzero there, so the new line `hcpos` combines this with `hnn c hc` to get `0 < p.eval c`. `Ne.symm` turns `hc0` round into the form `0 ≠ p.eval c` that `lt_of_le_of_ne` expects. Multiplying by the positive weight then gives a positive integrand at `c`.

As a diff, the version that Lean accepts:

```diff
@@ -27,5 +27,9 @@
   obtain ⟨c, hc, hc0⟩ := hex
   have hc' : c ∈ Icc a b := Ioo_subset_Icc_self hc
-  exact intervalIntegral.intervalIntegral_pos_of_pos_on_aux hab hw hwpos p hcl hc' hc0
+  have hcpos : 0 < p.eval c := lt_of_le_of_ne (hnn c hc) (Ne.symm hc0)
+  exact intervalIntegral.integral_pos hab (p.continuous.continuousOn.mul hw)
+    (fun x hx => mul_nonneg (hcl (Ioc_subset_Icc_self hx))
+      (hwpos x (Ioc_subset_Icc_self hx)).le)
+    ⟨c, hc', mul_pos hcpos (hwpos c hc')⟩
 
 end
```
